# Thermal averaging lowers a Lorentzian Majorana peak below 2e²/h, by a fraction of at most π²T²/(3G²)

A normal lead tunnel-coupled to an isolated Majorana zero mode has, at zero temperature, an ideal zero-bias conductance of $2e^2/h$. An experiment runs at finite temperature, where electrons near the Fermi level also sample the flanks of the resonance. How much of the peak height is lost?

Take the resonance to be a Lorentzian of half-width $G>0$, set by the tunnel coupling, and let $k_B=1$. In units of $2e^2/h$, the conductance $g(T)$ then satisfies, for every $T>0$,
$$1-\frac{\pi^2T^2}{3G^2}\le g(T)<1 .$$

## The model

```lean
import Mathlib

open MeasureTheory Set Filter
open scoped Real Topology

namespace MajoranaThermalPeak

noncomputable section

/-- The Fermi function at temperature `T > 0`, with energy measured from the Fermi level
and Boltzmann's constant set to one. -/
def fermi (T E : ℝ) : ℝ := 1 / (Real.exp (E / T) + 1)
```

This is $f(E)=1/(e^{E/T}+1)$. `fermi T E` takes two real numbers; positivity of $T$ enters later, as a hypothesis of the theorems.

```lean
/-- The zero-temperature Majorana resonance of half-width `G > 0` (at half maximum), in units of
`2e²/h`. -/
def majoranaPeak (G E : ℝ) : ℝ := G ^ 2 / (E ^ 2 + G ^ 2)
```

The resonance is $L(E)=G^2/(E^2+G^2)$, with $L(0)=1$. It is postulated, not derived from a Hamiltonian: one non-interacting channel, no coupling to a second Majorana mode, a temperature-independent $G$, and a Lorentzian continued to all energies, past the superconducting gap.

```lean
/-- The zero-bias conductance at temperature `T > 0` for a resonance of half-width `G > 0`, in units
of `2e²/h`: the resonance averaged with minus the derivative of the Fermi function. -/
def conductance (G T : ℝ) : ℝ := ∫ E, -deriv (fermi T) E * majoranaPeak G E
```

This reads $g(T)=\int_{-\infty}^{\infty}(-f'(E))\,L(E)\,dE$, where `deriv` is the actual derivative of the Fermi function.

```lean
/-- The thermal broadening kernel as a function of the reduced energy `x = E / T`. -/
def thermalKernel (x : ℝ) : ℝ := Real.exp x / (Real.exp x + 1) ^ 2
```

With $x=E/T$, the thermal weight is $\kappa(x)=e^x/(e^x+1)^2$.

## The kernel and its two moments

```lean
/-- At nonzero temperature, `T` times the Fermi function has derivative minus the
thermal kernel at `E / T`. -/
theorem hasDerivAt_fermi {T : ℝ} (hT : T ≠ 0) (E : ℝ) :
    HasDerivAt (fun E => T * fermi T E) (-thermalKernel (E / T)) E := by
  have hpos : Real.exp (E / T) + 1 ≠ 0 := by positivity
  have h := ((((hasDerivAt_id' E).div_const T).exp.add_const 1).inv hpos).const_mul T
  have hf : (fun E => T * fermi T E) = fun E => T * (Real.exp (E / T) + 1)⁻¹ := by
    funext y
    simp [fermi]
  rw [hf]
  refine h.congr_deriv ?_
  simp only [thermalKernel]
  field_simp
```

The chain rule gives $Tf'(E)=-\kappa(E/T)$. `HasDerivAt` says that the derivative exists and has this value. The proof assembles it rule by rule, and `field_simp` tidies the fractions.

```lean
/-- The thermal kernel is even: it depends only on the distance from the Fermi level. -/
theorem thermalKernel_abs (x : ℝ) : thermalKernel |x| = thermalKernel x := by
  rcases abs_choice x with h | h <;> rw [h]
  have h1 : Real.exp (-x) * Real.exp x = 1 := by
    rw [← Real.exp_add]
    simp
  unfold thermalKernel
  rw [div_eq_div_iff (by positivity) (by positivity)]
  linear_combination (Real.exp x - Real.exp (-x)) * h1
```

Multiplying the numerator and denominator of $\kappa(-x)$ by $e^{2x}$ gives $\kappa(x)$. Lean writes evenness as $\kappa(|x|)=\kappa(x)$ and uses $e^{-x}e^x=1$.

```lean
/-- The thermal kernel has total weight one. -/
theorem integral_thermalKernel : ∫ x, thermalKernel x = 1 := by
  have hd : ∀ x, HasDerivAt (fun y => -(1 * fermi 1 y)) (thermalKernel x) x := fun x =>
    (hasDerivAt_fermi one_ne_zero x).fun_neg.congr_deriv (by rw [neg_neg, div_one])
  have hlim : Tendsto (fun y : ℝ => (Real.exp y + 1)⁻¹) atTop (𝓝 0) :=
    tendsto_inv_atTop_zero.comp (tendsto_atTop_add_const_right _ 1 Real.tendsto_exp_atTop)
  have hl : Tendsto (fun y => -(1 * fermi 1 y)) atTop (𝓝 0) := by
    simpa [fermi] using hlim.neg
  -- half of the weight lies above the Fermi level
  have h : ∫ x in Ioi (0 : ℝ), thermalKernel x = 1 / 2 := by
    rw [integral_Ioi_of_hasDerivAt_of_nonneg' (fun x _ => hd x)
      (fun x _ => by unfold thermalKernel; positivity) hl]
    norm_num [fermi]
  calc ∫ x, thermalKernel x = ∫ x, thermalKernel |x| := by simp only [thermalKernel_abs]
    _ = 2 * ∫ x in Ioi (0 : ℝ), thermalKernel x := integral_comp_abs
    _ = 1 := by rw [h]; norm_num
```

An antiderivative of $\kappa$ is $-1/(e^x+1)$. It rises from $-1/2$ at $x=0$ to $0$ at infinity, so the half-line `Ioi 0` carries weight $1/2$. Evenness doubles this to $1$.

```lean
/-- The second moment of the thermal kernel is `π² / 3`. -/
theorem integral_sq_mul_thermalKernel : ∫ x, x ^ 2 * thermalKernel x = π ^ 2 / 3 := by
  -- each Boltzmann exponential contributes a Gamma integral
  have hint : ∀ n : ℕ, ∫ x in Ioi (0 : ℝ), (n : ℝ) * (x ^ 2 * Real.exp (-(n * x)))
      = 2 * (1 / (n : ℝ) ^ 2) := by
    intro n
    rcases Nat.eq_zero_or_pos n with rfl | hn
    · simp
    have hn' : (0 : ℝ) < n := by exact_mod_cast hn
    have h := Real.integral_rpow_mul_exp_neg_mul_Ioi (a := 3) (r := n) (by norm_num) hn'
    have e : (3 : ℝ) - 1 = ((2 : ℕ) : ℝ) := by norm_num
    have g3 : Real.Gamma 3 = 2 := by
      rw [show (3 : ℝ) = ((2 : ℕ) : ℝ) + 1 by norm_num, Real.Gamma_nat_eq_factorial]
      norm_num [Nat.factorial]
    have p3 : (1 / (n : ℝ)) ^ (3 : ℝ) = (1 / (n : ℝ)) ^ 3 := by
      rw [← Real.rpow_natCast]
      norm_num
    rw [e, g3, p3] at h
    simp only [Real.rpow_natCast] at h
    rw [integral_const_mul, h]
    field_simp
  have hI : ∀ n : ℕ, Integrable (fun x : ℝ => (n : ℝ) * (x ^ 2 * Real.exp (-(n * x))))
      (volume.restrict (Ioi 0)) := by
    intro n
    rcases Nat.eq_zero_or_pos n with rfl | hn
    · simp
    have hn' : (0 : ℝ) < n := by exact_mod_cast hn
    refine not_imp_comm.1 integral_undef ?_
    rw [hint]
    exact ne_of_gt (by positivity)
  -- the alternating series, from the even terms of `ζ(2)`
  have hz := hasSum_zeta_two
  have hg : HasSum (fun n : ℕ => (1 + (-1 : ℝ) ^ n) * (1 / (n : ℝ) ^ 2)) (π ^ 2 / 12) := by
    have he : HasSum (fun k : ℕ => (1 + (-1 : ℝ) ^ (2 * k)) * (1 / ((2 * k : ℕ) : ℝ) ^ 2))
        (π ^ 2 / 12) := by
      have h1 : ∀ k : ℕ, (1 + (-1 : ℝ) ^ (2 * k)) * (1 / ((2 * k : ℕ) : ℝ) ^ 2)
          = 1 / 2 * (1 / (k : ℝ) ^ 2) := by
        intro k
        rw [pow_mul, neg_one_sq, one_pow]
        push_cast
        ring
      simp only [h1]
      rw [show π ^ 2 / 12 = 1 / 2 * (π ^ 2 / 6) by ring]
      exact hz.mul_left (1 / 2)
    have h0 : ∀ k : ℕ,
        (1 + (-1 : ℝ) ^ (2 * k + 1)) * (1 / ((2 * k + 1 : ℕ) : ℝ) ^ 2) = 0 := by
      intro k
      rw [pow_succ, pow_mul, neg_one_sq, one_pow]
      ring
    have ho : HasSum (fun k : ℕ =>
        (1 + (-1 : ℝ) ^ (2 * k + 1)) * (1 / ((2 * k + 1 : ℕ) : ℝ) ^ 2)) 0 := by
      simp only [h0]
      exact hasSum_zero
    have := HasSum.even_add_odd
      (f := fun n : ℕ => (1 + (-1 : ℝ) ^ n) * (1 / (n : ℝ) ^ 2)) he ho
    rwa [add_zero] at this
  have ha : HasSum (fun n : ℕ => -(-1 : ℝ) ^ n * (2 * (1 / (n : ℝ) ^ 2))) (π ^ 2 / 6) := by
    have h2 : ∀ n : ℕ, -(-1 : ℝ) ^ n * (2 * (1 / (n : ℝ) ^ 2))
        = 2 * (1 / (n : ℝ) ^ 2 - (1 + (-1 : ℝ) ^ n) * (1 / (n : ℝ) ^ 2)) := by
      intro n
      ring
    simp only [h2]
    rw [show π ^ 2 / 6 = 2 * (π ^ 2 / 6 - π ^ 2 / 12) by ring]
    exact (hz.sub hg).mul_left 2
  have hnorm : ∀ n : ℕ, ∫ x in Ioi (0 : ℝ),
      ‖-(-1 : ℝ) ^ n * ((n : ℝ) * (x ^ 2 * Real.exp (-(n * x))))‖ = 2 * (1 / (n : ℝ) ^ 2) := by
    intro n
    rw [← hint n]
    refine integral_congr_ae (Eventually.of_forall fun x => ?_)
    have h0 : 0 ≤ (n : ℝ) * (x ^ 2 * Real.exp (-(n * x))) := by positivity
    beta_reduce
    rw [norm_mul, norm_neg, norm_pow, norm_neg, norm_one, one_pow, one_mul,
      Real.norm_of_nonneg h0]
  have hs := hasSum_integral_of_summable_integral_norm (μ := volume.restrict (Ioi (0 : ℝ)))
    (F := fun (n : ℕ) (x : ℝ) => -(-1 : ℝ) ^ n * ((n : ℝ) * (x ^ 2 * Real.exp (-(n * x)))))
    (fun n => (hI n).const_mul _) (by simp only [hnorm]; exact hz.summable.mul_left 2)
  have hF : ∀ n : ℕ, ∫ x in Ioi (0 : ℝ),
      -(-1 : ℝ) ^ n * ((n : ℝ) * (x ^ 2 * Real.exp (-(n * x))))
      = -(-1 : ℝ) ^ n * (2 * (1 / (n : ℝ) ^ 2)) := fun n => by rw [integral_const_mul, hint]
  -- the geometric expansion of the kernel above the Fermi level
  have hp : ∀ x ∈ Ioi (0 : ℝ),
      ∑' n : ℕ, -(-1 : ℝ) ^ n * ((n : ℝ) * (x ^ 2 * Real.exp (-(n * x))))
      = x ^ 2 * thermalKernel x := by
    intro x hx
    have hx' : 0 < x := hx
    have hq : ‖-Real.exp (-x)‖ < 1 := by
      rw [norm_neg, Real.norm_of_nonneg (Real.exp_pos _).le]
      exact Real.exp_lt_one_iff.2 (by linarith)
    have h := (hasSum_coe_mul_geometric_of_norm_lt_one hq).mul_left (-x ^ 2)
    have ht : ∀ n : ℕ, -(-1 : ℝ) ^ n * ((n : ℝ) * (x ^ 2 * Real.exp (-(n * x))))
        = -x ^ 2 * ((n : ℝ) * (-Real.exp (-x)) ^ n) := by
      intro n
      rw [show -((n : ℝ) * x) = n * (-x) by ring, Real.exp_nat_mul, neg_pow (Real.exp (-x))]
      ring
    have hk : thermalKernel x = thermalKernel (-x) := by
      rw [← thermalKernel_abs (-x), abs_neg, thermalKernel_abs]
    rw [tsum_congr ht, h.tsum_eq, hk, thermalKernel,
      show 1 - -Real.exp (-x) = Real.exp (-x) + 1 by ring]
    ring
  have hc := setIntegral_congr_fun (μ := volume) measurableSet_Ioi (fun x hx => hp x hx)
  have hhalf : ∫ x in Ioi (0 : ℝ), x ^ 2 * thermalKernel x = π ^ 2 / 6 :=
    hc.symm.trans (hs.unique (by simp only [hF]; exact ha))
  calc ∫ x, x ^ 2 * thermalKernel x = ∫ x, |x| ^ 2 * thermalKernel |x| := by
        simp only [thermalKernel_abs, sq_abs]
    _ = 2 * ∫ x in Ioi (0 : ℝ), x ^ 2 * thermalKernel x :=
        integral_comp_abs (f := fun x => x ^ 2 * thermalKernel x)
    _ = π ^ 2 / 3 := by rw [hhalf]; ring
```

For $x>0$, the series $\sum_n nq^n=q/(1-q)^2$ at $q=-e^{-x}$ gives
$$\kappa(x)=\sum_{n\ge1}(-1)^{n+1}n\,e^{-nx}$$
(`hp`, with the factor $x^2$ included). Each term contributes $\int_0^\infty n\,x^2e^{-nx}dx=2/n^2$ (`hint`). These values have a finite sum, so integral and series may be exchanged (`hs`). Removing the even terms twice from $\zeta(2)$,
$$\sum_{n\ge1}\frac{(-1)^{n+1}}{n^2}=\frac{\pi^2}{6}-2\cdot\frac14\cdot\frac{\pi^2}{6}=\frac{\pi^2}{12}.$$
The half-line therefore gives $\pi^2/6$, and the full line $\pi^2/3$. Lean's sums start at $n=0$, where the term vanishes.

## Temperature as a stretching factor

```lean
/-- The resonance weighted with the thermal kernel is integrable over reduced energy. -/
theorem integrable_thermal (G t : ℝ) :
    Integrable (fun x => thermalKernel x * majoranaPeak G (t * x)) := by
  have hk : Integrable thermalKernel :=
    not_imp_comm.1 integral_undef (by rw [integral_thermalKernel]; exact one_ne_zero)
  have hm : Measurable (fun x => thermalKernel x * majoranaPeak G (t * x)) := by
    unfold thermalKernel majoranaPeak
    fun_prop
  refine hk.mono' hm.aestronglyMeasurable (Eventually.of_forall fun x => ?_)
  have h0 : 0 ≤ thermalKernel x := by unfold thermalKernel; positivity
  have h1 : 0 ≤ majoranaPeak G (t * x) := by unfold majoranaPeak; positivity
  have h2 : majoranaPeak G (t * x) ≤ 1 :=
    div_le_one_of_le₀ (by nlinarith [sq_nonneg (t * x)]) (by positivity)
  rw [Real.norm_of_nonneg (mul_nonneg h0 h1)]
  exact mul_le_of_le_one_right h0 h2
```

Since $0\le L\le1$, the product $\kappa(x)L(tx)$ is dominated by $\kappa(x)$. That $\kappa$ is integrable follows from its nonzero integral, because Lean assigns the value $0$ to the integral of a non-integrable function.

```lean
/-- For a resonance of positive width, stretching the energy scale from `s ≥ 0` to a larger `t`
strictly lowers the average of the resonance over the thermal kernel. -/
theorem thermal_average_lt {G s t : ℝ} (hG : 0 < G) (hs : 0 ≤ s) (hst : s < t) :
    ∫ x, thermalKernel x * majoranaPeak G (t * x)
      < ∫ x, thermalKernel x * majoranaPeak G (s * x) := by
  have hk : ∀ x, 0 < thermalKernel x := fun x => by unfold thermalKernel; positivity
  have hi := (integrable_thermal G s).sub (integrable_thermal G t)
  rw [← sub_pos, ← integral_sub (integrable_thermal G s) (integrable_thermal G t)]
  refine (integral_pos_iff_support_of_nonneg (fun x => ?_) hi).2 ?_
  · have h1 : (s * x) ^ 2 ≤ (t * x) ^ 2 := by
      rw [mul_pow, mul_pow]
      exact mul_le_mul_of_nonneg_right (pow_le_pow_left₀ hs hst.le 2) (sq_nonneg x)
    have h2 : majoranaPeak G (t * x) ≤ majoranaPeak G (s * x) :=
      div_le_div_of_nonneg_left (by positivity) (by positivity) (by linarith)
    exact sub_nonneg.2 (mul_le_mul_of_nonneg_left h2 (hk x).le)
  · -- the loss is strict at every positive energy
    have hsub : Ioi (0 : ℝ) ⊆ Function.support (fun x =>
        thermalKernel x * majoranaPeak G (s * x) - thermalKernel x * majoranaPeak G (t * x)) := by
      intro x hx
      have hx' : 0 < x := hx
      have h1 : (s * x) ^ 2 < (t * x) ^ 2 :=
        pow_lt_pow_left₀ (mul_lt_mul_of_pos_right hst hx') (by positivity) two_ne_zero
      have h2 : majoranaPeak G (t * x) < majoranaPeak G (s * x) :=
        div_lt_div_of_pos_left (by positivity) (by positivity) (by linarith)
      exact ne_of_gt (sub_pos.2 (mul_lt_mul_of_pos_left h2 (hk x)))
    exact lt_of_lt_of_le (by simp) (measure_mono hsub)
```

If $0\le s<t$, then $L(tx)\le L(sx)$ everywhere, strictly for $x>0$. As $\kappa>0$, the difference of the integrands is non-negative and positive on a set of positive measure, so its integral is positive.

```lean
/-- At positive temperature the conductance is the average of the resonance at energy `T x`
over the thermal kernel in the reduced energy `x`. -/
theorem conductance_eq (G : ℝ) {T : ℝ} (hT : 0 < T) :
    conductance G T = ∫ x, thermalKernel x * majoranaPeak G (T * x) := by
  have h : ∀ E, -deriv (fermi T) E * majoranaPeak G E
      = T⁻¹ * (thermalKernel (E / T) * majoranaPeak G (T * (E / T))) := by
    intro E
    have hd := (hasDerivAt_fermi hT.ne' E).deriv
    rw [deriv_const_mul_field] at hd
    have hk : thermalKernel (E / T) = -(T * deriv (fermi T) E) := by linarith
    rw [show T * (E / T) = E by field_simp, hk]
    field_simp
  have hc : ∫ E, thermalKernel (E / T) * majoranaPeak G (T * (E / T))
      = |T| • ∫ x, thermalKernel x * majoranaPeak G (T * x) :=
    Measure.integral_comp_div (fun x => thermalKernel x * majoranaPeak G (T * x)) T
  simp only [conductance, h]
  rw [integral_const_mul, hc, abs_of_pos hT, smul_eq_mul, inv_mul_cancel_left₀ hT.ne']
```

Substituting $E=Tx$, the factor $T$ from $dE$ cancels the $1/T$ in $-f'(E)=\kappa(E/T)/T$:
$$g(T)=\int\kappa(x)\,L(Tx)\,dx .$$

## Monotonicity, bounds and the cold limit

```lean
/-- For a resonance of positive width, the zero-bias conductance decreases strictly with
temperature on the positive temperatures. -/
theorem conductance_strictAntiOn {G : ℝ} (hG : 0 < G) :
    StrictAntiOn (conductance G) (Ioi 0) := by
  intro s hs t ht hst
  rw [conductance_eq G hs, conductance_eq G ht]
  exact thermal_average_lt hG (le_of_lt hs) hst
```

`StrictAntiOn` on `Ioi 0` means that $0<s<t$ implies $g(t)<g(s)$. This is the previous comparison, applied to two temperatures.

```lean
/-- For positive half-width `G` and temperature `T`, the thermally averaged Majorana peak is
strictly below the quantized value `1`, and falls short of it by at most `π² T² / (3 G²)`. -/
theorem majorana_conductance_bounds {G T : ℝ} (hG : 0 < G) (hT : 0 < T) :
    1 - π ^ 2 * T ^ 2 / (3 * G ^ 2) ≤ conductance G T ∧ conductance G T < 1 := by
  rw [conductance_eq G hT]
  constructor
  · have hk : Integrable thermalKernel :=
      not_imp_comm.1 integral_undef (by rw [integral_thermalKernel]; exact one_ne_zero)
    have h2 : Integrable (fun x => x ^ 2 * thermalKernel x) := by
      refine not_imp_comm.1 integral_undef ?_
      rw [integral_sq_mul_thermalKernel]
      exact ne_of_gt (by positivity)
    have hm : ∫ x, (thermalKernel x - T ^ 2 / G ^ 2 * (x ^ 2 * thermalKernel x))
        = 1 - π ^ 2 * T ^ 2 / (3 * G ^ 2) := by
      rw [integral_sub hk (h2.const_mul _), integral_const_mul, integral_thermalKernel,
        integral_sq_mul_thermalKernel]
      ring
    rw [← hm]
    refine integral_mono (hk.sub (h2.const_mul _)) (integrable_thermal G T) (fun x => ?_)
    -- the Lorentzian lies above its osculating parabola
    have hL : 1 - T ^ 2 / G ^ 2 * x ^ 2 ≤ majoranaPeak G (T * x) := by
      unfold majoranaPeak
      rw [le_div_iff₀ (by positivity)]
      have e : (1 - T ^ 2 / G ^ 2 * x ^ 2) * ((T * x) ^ 2 + G ^ 2)
          = G ^ 2 - (T ^ 2 * x ^ 2 / G) ^ 2 := by
        field_simp
        ring
      rw [e]
      linarith [sq_nonneg (T ^ 2 * x ^ 2 / G)]
    have h0 : 0 ≤ thermalKernel x := by unfold thermalKernel; positivity
    have := mul_le_mul_of_nonneg_left hL h0
    beta_reduce
    linarith
  · have h := thermal_average_lt hG le_rfl hT
    have h1 : ∀ x, majoranaPeak G (0 * x) = 1 := fun x => by simp [majoranaPeak, hG.ne']
    simp only [h1, mul_one, integral_thermalKernel] at h
    exact h
```

The symbol `∧` joins the two bounds. For the lower one, put $u=T^2x^2/G^2$. Since $(1-u)(1+u)=1-u^2\le1$, we have $L(Tx)=1/(1+u)\ge1-u$ (`hL`). Averaging with $\kappa$ gives
$$g(T)\ge1-\frac{T^2}{G^2}\cdot\frac{\pi^2}{3}.$$
The upper bound compares $T$ with $s=0$, where the resonance equals $1$ for every $x$ and the average is $1$.

For $T=G/10$ the loss is at most $\pi^2/300\approx0.033$, so $g$ lies between about $0.967$ and $1$. Within this single-resonance model, a peak slightly below $2e^2/h$ is thus compatible with an ideal Majorana mode.

```lean
/-- For a resonance of positive width, the conductance tends to the quantized value `1` as the
temperature tends to zero from above. -/
theorem tendsto_conductance {G : ℝ} (hG : 0 < G) :
    Tendsto (conductance G) (𝓝[>] 0) (𝓝 1) := by
  have hc : Continuous (fun T : ℝ => 1 - π ^ 2 * T ^ 2 / (3 * G ^ 2)) := by fun_prop
  have hl : Tendsto (fun T : ℝ => 1 - π ^ 2 * T ^ 2 / (3 * G ^ 2)) (𝓝[>] 0) (𝓝 1) := by
    have := (hc.tendsto 0).mono_left (nhdsWithin_le_nhds (s := Ioi 0))
    simpa using this
  refine tendsto_of_tendsto_of_tendsto_of_le_of_le' hl tendsto_const_nhds ?_ ?_
  · filter_upwards [self_mem_nhdsWithin] with T hT
    exact (majorana_conductance_bounds hG hT).1
  · filter_upwards [self_mem_nhdsWithin] with T hT
    exact (majorana_conductance_bounds hG hT).2.le

end

end MajoranaThermalPeak
```

`𝓝[>] 0` means that $T$ approaches zero from above. Both bounds tend to $1$, which squeezes $g(T)$ to $1$.

```lean
#print axioms MajoranaThermalPeak.conductance_strictAntiOn
#print axioms MajoranaThermalPeak.majorana_conductance_bounds
#print axioms MajoranaThermalPeak.tendsto_conductance
```

```
'MajoranaThermalPeak.conductance_strictAntiOn' depends on axioms: [propext, Classical.choice, Quot.sound]
'MajoranaThermalPeak.majorana_conductance_bounds' depends on axioms: [propext, Classical.choice, Quot.sound]
'MajoranaThermalPeak.tendsto_conductance' depends on axioms: [propext, Classical.choice, Quot.sound]
```

A neighbouring estimate, derived here by hand only, uses $1/(1+u)\le1-u+u^2$ and the fourth moment $\int x^4\kappa(x)\,dx=7\pi^4/15$:
$$g(T)\le1-\frac{\pi^2T^2}{3G^2}+\frac{7\pi^4T^4}{15G^4}.$$
Together with the lower bound, it identifies $-\pi^2T^2/(3G^2)$ as the leading low-temperature correction.
